# For a fixed one-electron Hamiltonian, leaving the aufbau state costs at least half the gap times the squared distance between density matrices

The theorem `aufbau_cost` concerns `N` non-interacting electrons in a finite real basis, with a fixed symmetric one-electron matrix `F` and states given by symmetric idempotent density matrices of trace `N`. The projector `Q` commutes with `F`, and the energy expectation values of normalised occupied vectors lie below those of normalised virtual vectors by at least `γ` (if `γ` is negative, the two ranges may overlap). The claim is that for any other such density matrix `R` the energy difference Tr `F(R - Q)` is at least `γ / 2` times the squared Frobenius norm of `R - Q`. The attempt bounds the energy of the virtual part of `R` from below and that of the occupied part missing from `R` from above, then combines the two with the formula 2(`N` − Tr `QR`) for the squared distance.

This version doesn't compile in Lean 4 with Mathlib:

```lean
import Mathlib

open Matrix

namespace AufbauCost

noncomputable section

variable {n : Type*} [Fintype n]

/-- An `N`-electron density matrix: a real symmetric idempotent matrix of trace `N`. -/
structure IsDensity (N : ℕ) (P : Matrix n n ℝ) : Prop where
  symm : Pᵀ = P
  idem : P * P = P
  electrons : P.trace = N

/-- `Q` is the `N`-electron aufbau projector of the symmetric matrix `F` with gap at least `γ`: `F`
preserves the occupied space, and its quadratic form is at most `a` on normalised occupied vectors
and at least `b` on normalised virtual vectors, for some `a + γ ≤ b`. For `γ < 0` these conditions
do not force `Q` to occupy the lowest levels. -/
structure IsAufbau (N : ℕ) (γ : ℝ) (F Q : Matrix n n ℝ) : Prop where
  density : IsDensity N Q
  symm : Fᵀ = F
  invariant : F * Q = Q * F * Q
  gap : ∃ a b : ℝ, a + γ ≤ b ∧
    (∀ x : n → ℝ, Q *ᵥ x = x → x ⬝ᵥ F *ᵥ x ≤ a * (x ⬝ᵥ x)) ∧
    (∀ x : n → ℝ, Q *ᵥ x = 0 → b * (x ⬝ᵥ x) ≤ x ⬝ᵥ F *ᵥ x)

/-- The squared Frobenius norm, the sum of the squares of all entries. -/
def frobSq (X : Matrix n n ℝ) : ℝ := ∑ i, ∑ j, X i j ^ 2

/-- The squared Frobenius norm of `X` is the trace of `Xᵀ X`. -/
theorem frobSq_eq_trace (X : Matrix n n ℝ) : frobSq X = (Xᵀ * X).trace := by
  unfold frobSq
  rw [Finset.sum_comm]
  simp [Matrix.trace, Matrix.mul_apply, pow_two]

/-- The squared distance of two `N`-electron density matrices is `2 (N - Tr QR)`. -/
theorem frobSq_sub {N : ℕ} {R Q : Matrix n n ℝ} (hR : IsDensity N R) (hQ : IsDensity N Q) :
    frobSq (R - Q) = 2 * (N - (Q * R).trace) := by
  have e : (R - Q) * (R - Q) = R * R - R * Q - Q * R + Q * Q := by noncomm_ring
  rw [frobSq_eq_trace, transpose_sub, hR.symm, hQ.symm, e, hR.idem, hQ.idem, trace_add,
    trace_sub, trace_sub, trace_mul_comm R Q, hR.electrons, hQ.electrons]
  ring

/-- If the quadratic form of `B` is at least `c` on normalised vectors in the range of an
orthogonal projector `S` commuting with `B`, then `Tr BST ≥ c Tr ST` for every orthogonal
projector `T`. -/
theorem trace_bound {S T B : Matrix n n ℝ} {c : ℝ} (hS : Sᵀ = S) (hS2 : S * S = S)
    (hT : Tᵀ = T) (hT2 : T * T = T) (hB : B * S = S * B)
    (h : ∀ x : n → ℝ, S *ᵥ x = x → c * (x ⬝ᵥ x) ≤ x ⬝ᵥ B *ᵥ x) :
    c * (S * T).trace ≤ (B * S * T).trace := by
  -- both traces are sums over the columns of `S * T`
  have e1 : ((S * T)ᵀ * (S * T)).trace = (S * T).trace := by
    have e : T * S * (S * T) = T * (S * S * T) := by simp only [mul_assoc]
    rw [transpose_mul, hS, hT, e, hS2, trace_mul_comm, mul_assoc, hT2]
  have e2 : ((S * T)ᵀ * (B * (S * T))).trace = (B * S * T).trace := by
    have e : T * S * (B * (S * T)) = T * (B * S * T) := by
      calc T * S * (B * (S * T)) = T * ((S * B) * (S * T)) := by simp only [mul_assoc]
        _ = T * (B * (S * S) * T) := by rw [← hB]; simp only [mul_assoc]
        _ = T * (B * S * T) := by rw [hS2]
    rw [transpose_mul, hS, hT, e, trace_mul_comm, mul_assoc (B * S), hT2]
  have hM : S * (S * T) = S * T := by rw [← mul_assoc, hS2]
  rw [← e1, ← e2, Matrix.trace, Matrix.trace, Finset.mul_sum]
  refine Finset.sum_le_sum fun i _ => ?_
  exact h (fun j => (S * T) j i) (funext fun j => congrFun (congrFun hM j) i)

variable [DecidableEq n]

/-- Replacing the aufbau projector `Q` of `F` by another `N`-electron density matrix `R` raises the
trace with `F`, from `Tr FQ` to `Tr FR`, by at least `γ / 2` times the squared distance. -/
theorem aufbau_cost {N : ℕ} {γ : ℝ} {F Q R : Matrix n n ℝ} (hQ : IsAufbau N γ F Q)
    (hR : IsDensity N R) : γ / 2 * frobSq (R - Q) ≤ (F * (R - Q)).trace := by
  obtain ⟨a, b, hab, hocc, hvir⟩ := hQ.gap
  have hD := hQ.density
  have hc : F * Q = Q * F := by
    have h := congrArg Matrix.transpose hQ.invariant
    simp only [transpose_mul, hQ.symm, hD.symm] at h
    exact hQ.invariant.trans ((mul_assoc _ _ _).trans h.symm)
  -- virtual part of `R`
  have h1 : b * ((1 - Q) * R).trace ≤ (F * (1 - Q) * R).trace := by
    refine trace_bound (by rw [transpose_sub, transpose_one, hD.symm])
      (by simp [sub_mul, mul_sub, hD.idem]) hR.symm hR.idem
      (by rw [mul_sub, sub_mul, mul_one, one_mul, hc]) fun x hx => hvir x ?_
    rw [sub_mulVec, one_mulVec] at hx
    exact sub_eq_self.mp hx
  -- occupied part missing from `R`
  have h2 : -a * (Q * (1 - R)).trace ≤ (-F * Q * (1 - R)).trace := by
    refine trace_bound hD.symm hD.idem (by rw [transpose_sub, transpose_one, hR.symm])
      (by simp [sub_mul, mul_sub, hR.idem]) (by rw [neg_mul, mul_neg, hc]) fun x hx => ?_
    rw [neg_mulVec, dotProduct_neg]
    linarith [hocc x hx]
  simp only [sub_mul, mul_sub, one_mul, mul_one, neg_mul, trace_sub, trace_neg,
    hR.electrons, hD.electrons] at h1 h2
  have hf : 0 ≤ frobSq (R - Q) := by unfold frobSq; positivity
  have hm := mul_nonneg (sub_nonneg.2 hab) hf
  rw [frobSq_sub hR hD] at hm ⊢
  rw [mul_sub, trace_sub]
  nlinarith [hm, h1, h2]

end

end AufbauCost
```

Messages:

```
Main.lean:98:15: error: Tactic `rewrite` failed: Did not find an occurrence of the pattern
  (?A - ?B).trace
in the target expression
  γ / 2 * (2 * ↑N - 2 * (Q * R).trace) ≤ (F * (R - Q)).trace

n : Type u_1
inst✝¹ : Fintype n
inst✝ : DecidableEq n
N : ℕ
γ : ℝ
F Q R : Matrix n n ℝ
hQ : IsAufbau N γ F Q
hR : IsDensity N R
a b : ℝ
hab : a + γ ≤ b
hocc : ∀ (x : n → ℝ), Q *ᵥ x = x → x ⬝ᵥ F *ᵥ x ≤ a * x ⬝ᵥ x
hvir : ∀ (x : n → ℝ), Q *ᵥ x = 0 → b * x ⬝ᵥ x ≤ x ⬝ᵥ F *ᵥ x
hD : IsDensity N Q
hc : F * Q = Q * F
h1 : b * ↑N - b * (Q * R).trace ≤ (F * R).trace - (F * Q * R).trace
h2 : -(a * ↑N) - -(a * (Q * R).trace) ≤ -(F * Q).trace - -(F * Q * R).trace
hf : 0 ≤ frobSq (R - Q)
hm : 0 ≤ (b - (a + γ)) * (2 * (↑N - (Q * R).trace))
⊢ γ / 2 * (2 * ↑N - 2 * (Q * R).trace) ≤ (F * (R - Q)).trace
```

As a diff, the version that Lean accepts:

```diff
@@ -96,5 +96,5 @@
   have hm := mul_nonneg (sub_nonneg.2 hab) hf
   rw [frobSq_sub hR hD] at hm ⊢
-  rw [mul_sub, trace_sub]
+  rw [mul_sub F R Q, trace_sub]
   nlinarith [hm, h1, h2]
 
```

Diagnosis. The error says that `trace_sub` found no trace of a difference to rewrite. The step before it, `mul_sub`, was meant to expand `F * (R - Q)` inside the trace, but without arguments it fits any product whose second factor is a difference. After `frobSq_sub` the left side of the goal contains such a product of real numbers, `2 * (↑N - (Q * R).trace)`, and `rw` settled on that one. The printed goal shows the result: the left side has become `2 * ↑N - 2 * (Q * R).trace`, while `(F * (R - Q)).trace` is untouched. That is the trace of a product, so `trace_sub` does not apply.

The repair writes `mul_sub F R Q`, which fits only the matrix product `F * (R - Q)`. The trace then becomes that of `F * R - F * Q`, which `trace_sub` splits into the two traces that appear in `h1` and `h2`, and the unchanged `nlinarith` call completes the proof.
